# For finitely many photon energies, Boltzmann emission overestimates the radiative voltage, with an explicit voltage-dependent bound

Drop the $-1$ from the photon occupation $1/(e^{(E-V)/T}-1)$, and an ideal radiating solar cell with voltage-independent absorptance is assigned too high an open-circuit voltage. At any given voltage below the smallest photon energy the Boltzmann formula emits too little light, so a higher voltage is needed to balance the same absorption. Under strong illumination the result can even lie above the smallest photon energy, where the Bose-Einstein formula gives that energy a negative photon occupation. The theorems below give the sign of this error and an upper bound for it.

## The emitter and its two emission laws

```lean
import Mathlib

open Real (exp log)

namespace RadiativeVoltage

noncomputable section

variable {ι : Type*} [Fintype ι] {w E : ι → ℝ} {T Eg V B G : ℝ}
```

The labels $i$ of the photon energies form a finite type `ι`. A function `ι → ℝ` is a list of real numbers, one per label: `E` holds the energies $E_i$ and `w` the weights $w_i$. The real number $T$ is the thermal energy $k_BT$, and $V$ and $B$ are voltages times the elementary charge, so all of these except the weights are energies. $G$ is the total rate of photon absorption, and $E_g$ (`Eg`) will be the smallest photon energy, called the gap.

```lean
/-- Radiative emission with Bose-Einstein photon occupation at voltage `V` (in energy units),
for thermal energy `T > 0` and `V` below every photon energy `E i`. -/
def boseEmission (w E : ι → ℝ) (T V : ℝ) : ℝ :=
  ∑ i, w i / (exp ((E i - V) / T) - 1)
```

This defines the Bose-Einstein emission

$$R_{BE}(V)=\sum_i \frac{w_i}{e^{(E_i-V)/T}-1}.$$

It postulates that the emitted photons have chemical potential $V$. The weight $w_i$ collects absorptance, photon density of states and spectral width, and doesn't depend on the voltage.

```lean
/-- Radiative emission in the Boltzmann approximation at voltage `B` (in energy units),
for thermal energy `T > 0`. -/
def boltzmannEmission (w E : ι → ℝ) (T B : ℝ) : ℝ :=
  ∑ i, w i * exp ((B - E i) / T)
```

The Boltzmann version is $R_{MB}(B)=\sum_i w_i\,e^{(B-E_i)/T}$, with the same weights.

## One voltage below the gap balances the absorption

```lean
/-- For `T > 0` and a voltage below the photon energy `e`, the Bose denominator is positive. -/
theorem bose_denominator_pos {e : ℝ} (hT : 0 < T) (h : V < e) :
    0 < exp ((e - V) / T) - 1 := by
  have h1 : 0 < (e - V) / T := div_pos (sub_pos.2 h) hT
  have h2 := Real.add_one_lt_exp h1.ne'
  linarith
```

The names before the colons, such as `hT : 0 < T`, label hypotheses. Here $e$ is a photon energy, so the exponential function is written $\exp$. For $V<e$ the number $u=(e-V)/T$ is positive, and $\exp(u)>1+u$ gives $\exp(u)-1>0$. The tactic `linarith` finishes such linear inequalities.

```lean
/-- With positive weights and `T > 0`, Bose emission increases strictly with voltage
below the smallest photon energy `Eg`. -/
theorem boseEmission_strictMonoOn (hT : 0 < T) (hw : ∀ i, 0 < w i)
    (hE : IsLeast (Set.range E) Eg) :
    StrictMonoOn (boseEmission w E T) (Set.Iio Eg) := by
  intro V _ V' hV' h
  have hlt : V' < Eg := hV'
  obtain ⟨j, _⟩ := hE.1
  unfold boseEmission
  refine Finset.sum_lt_sum_of_nonempty ⟨j, Finset.mem_univ j⟩ fun i _ => ?_
  have hp := bose_denominator_pos hT (hlt.trans_le (hE.2 (Set.mem_range_self i)))
  have he : exp ((E i - V') / T) < exp ((E i - V) / T) :=
    Real.exp_lt_exp.2 (div_lt_div_of_pos_right (by linarith) hT)
  exact div_lt_div_of_pos_left (hw i) hp (by linarith)
```

`IsLeast (Set.range E) Eg` says that $E_g$ is one of the energies and that none is smaller, so there is at least one level. `Set.Iio Eg` is the interval $(-\infty,E_g)$. The theorem says that $R_{BE}$ increases strictly there. By hand: if $V<V'<E_g$, every denominator is smaller at $V'$ and still positive, so every term is larger.

```lean
/-- With positive weights and `T > 0`, each generation rate `G > 0` is balanced by Bose emission
at exactly one voltage below the smallest photon energy `Eg`. -/
theorem existsUnique_boseVoltage (hT : 0 < T) (hG : 0 < G) (hw : ∀ i, 0 < w i)
    (hE : IsLeast (Set.range E) Eg) :
    ∃! V, V < Eg ∧ boseEmission w E T V = G := by
  obtain ⟨j, hj⟩ := hE.1
  have hlow : ∀ i, Eg ≤ E i := fun i => hE.2 (Set.mem_range_self i)
  have hW : 0 < ∑ i, w i := Finset.sum_pos (fun i _ => hw i) ⟨j, Finset.mem_univ j⟩
  -- the voltage at which a single level of weight `a` at the gap would emit `G`
  have trial : ∀ a : ℝ, 0 < a → ∃ V, V < Eg ∧ exp ((Eg - V) / T) - 1 = a / G := by
    intro a ha
    have h1 : 0 < a / G := div_pos ha hG
    have h2 : 0 < log (1 + a / G) := Real.log_pos (by linarith)
    have h3 := mul_pos hT h2
    refine ⟨Eg - T * log (1 + a / G), by linarith, ?_⟩
    rw [sub_sub_cancel, mul_div_cancel_left₀ _ hT.ne', Real.exp_log (by linarith)]
    ring
  obtain ⟨V0, hV0, h0⟩ := trial _ hW
  obtain ⟨V1, hV1, h1⟩ := trial _ (hw j)
  have hlo : boseEmission w E T V0 ≤ G := by
    calc boseEmission w E T V0 ≤ ∑ i, w i / ((∑ k, w k) / G) := by
          unfold boseEmission
          refine Finset.sum_le_sum fun i _ => ?_
          have he : exp ((Eg - V0) / T) ≤ exp ((E i - V0) / T) :=
            Real.exp_le_exp.2 (div_le_div_of_nonneg_right (by linarith [hlow i]) hT.le)
          exact div_le_div_of_nonneg_left (hw i).le (div_pos hW hG) (by linarith)
      _ = G := by
          rw [← Finset.sum_div]
          have := hW.ne'
          field_simp
  have hhi : G ≤ boseEmission w E T V1 := by
    calc G = w j / (w j / G) := by
          have := (hw j).ne'
          field_simp
      _ = w j / (exp ((E j - V1) / T) - 1) := by rw [hj, h1]
      _ ≤ boseEmission w E T V1 :=
          Finset.single_le_sum (f := fun i => w i / (exp ((E i - V1) / T) - 1))
            (fun i _ => (div_pos (hw i)
              (bose_denominator_pos hT (hV1.trans_le (hlow i)))).le) (Finset.mem_univ j)
  have hc : ContinuousOn (boseEmission w E T) (Set.Iio Eg) := by
    unfold boseEmission
    refine continuousOn_finsetSum _ fun i _ => ?_
    refine ContinuousOn.div continuousOn_const (by fun_prop) fun V hV => ?_
    exact (bose_denominator_pos hT (lt_of_lt_of_le (Set.mem_Iio.1 hV) (hlow i))).ne'
  obtain ⟨V, hV, hVG⟩ := isPreconnected_Iio.intermediate_value
    (Set.mem_Iio.2 hV0) (Set.mem_Iio.2 hV1) hc ⟨hlo, hhi⟩
  exact ⟨V, ⟨hV, hVG⟩, fun V' h' =>
    (boseEmission_strictMonoOn hT hw hE).injOn h'.1 hV (h'.2.trans hVG.symm)⟩
```

The symbol `∃!` means "there is exactly one". For each $G>0$, exactly one $V<E_g$ satisfies $R_{BE}(V)=G$. The restriction $V<E_g$ matters, because between two distinct photon energies the formula has negative terms and the equation can have further solutions.

For existence, take the trial voltage $V_a=E_g-T\ln(1+a/G)$, chosen so that $e^{(E_g-V_a)/T}-1=a/G$.

- Let $a=W=\sum_i w_i$ and call the voltage $V_0$. Since $E_i\ge E_g$, every denominator is at least $W/G$, so $R_{BE}(V_0)\le\sum_i w_iG/W=G$. This is `hlo`.
- Let $a=w_j$ for a level $j$ with $E_j=E_g$ and call the voltage $V_1$. That level alone emits $G$ and the others add positive terms, so $R_{BE}(V_1)\ge G$. This is `hhi`.

The emission is continuous below $E_g$ (`hc`), so the intermediate value theorem supplies $V$. Strict monotonicity, used through `injOn`, makes it unique.

## The Boltzmann voltage is a logarithm

```lean
/-- Changing the voltage from `V` to `B` multiplies Boltzmann emission by `exp ((B - V) / T)`. -/
theorem boltzmannEmission_shift (w E : ι → ℝ) (T V B : ℝ) :
    boltzmannEmission w E T B = exp ((B - V) / T) * boltzmannEmission w E T V := by
  unfold boltzmannEmission
  rw [Finset.mul_sum]
  refine Finset.sum_congr rfl fun i _ => ?_
  rw [show (B - E i) / T = (B - V) / T + (V - E i) / T by ring, Real.exp_add]
  ring
```

Since $(B-E_i)/T=(B-V)/T+(V-E_i)/T$, a common factor comes out of the sum:

$$R_{MB}(B)=e^{(B-V)/T}R_{MB}(V).$$

```lean
/-- With at least one level, positive weights and `T > 0`, each generation rate `G > 0` is
balanced by Boltzmann emission at exactly one real voltage. -/
theorem existsUnique_boltzmannVoltage [Nonempty ι] (hT : 0 < T) (hG : 0 < G)
    (hw : ∀ i, 0 < w i) : ∃! B, boltzmannEmission w E T B = G := by
  have hZ : 0 < boltzmannEmission w E T 0 :=
    Finset.sum_pos (fun i _ => mul_pos (hw i) (Real.exp_pos _)) Finset.univ_nonempty
  have hB : boltzmannEmission w E T (T * log (G / boltzmannEmission w E T 0)) = G := by
    rw [boltzmannEmission_shift w E T 0, sub_zero, mul_div_cancel_left₀ _ hT.ne',
      Real.exp_log (div_pos hG hZ), div_mul_cancel₀ _ hZ.ne']
  refine ⟨_, hB, fun B' hB' => ?_⟩
  have h := boltzmannEmission_shift w E T (T * log (G / boltzmannEmission w E T 0)) B'
  rw [hB, hB'] at h
  have h1 := mul_right_cancel₀ hG.ne' ((one_mul G).trans h)
  have h2 := (Real.exp_eq_one_iff _).1 h1.symm
  exact sub_eq_zero.1 ((div_eq_zero_iff.1 h2).resolve_right hT.ne')
```

Exactly one real $B$ satisfies $R_{MB}(B)=G$. With $Z=R_{MB}(0)=\sum_i w_ie^{-E_i/T}$, the shift rule gives $R_{MB}(B)=e^{B/T}Z$, so $B=T\ln(G/Z)$ works. If $B'$ works too, the shift rule gives $G=e^{(B'-B)/T}G$, hence $B'=B$. No upper limit is placed on $B$.

## Comparing the emissions at the same voltage

```lean
/-- For `T > 0` and a voltage below the photon energy `e`, the Boltzmann term of a level is its
Bose term times `1 - exp ((V - e) / T)`. -/
theorem boltzmann_term_eq {e : ℝ} (a : ℝ) (hT : 0 < T) (h : V < e) :
    a * exp ((V - e) / T) =
      (1 - exp ((V - e) / T)) * (a / (exp ((e - V) / T) - 1)) := by
  have hxy : exp ((V - e) / T) * exp ((e - V) / T) = 1 := by
    rw [← Real.exp_add, show (V - e) / T + (e - V) / T = 0 by ring, Real.exp_zero]
  rw [← mul_div_assoc, eq_div_iff (bose_denominator_pos hT h).ne']
  linear_combination a * hxy
```

For a photon energy $e>V$ put $x=\exp((V-e)/T)$, which is less than 1. Then $\exp((e-V)/T)=1/x$, and for a weight $a$

$$(1-x)\,\frac{a}{1/x-1}=(1-x)\,\frac{ax}{1-x}=ax.$$

So the Boltzmann term is $(1-x)$ times the Bose term. Lean multiplies by the denominator and uses `hxy`, the statement that the two exponentials have product 1.

```lean
/-- At one voltage `V` below the smallest photon energy `Eg`, with positive weights and `T > 0`,
Boltzmann emission is less than Bose emission and at least `1 - exp ((V - Eg) / T)` times it,
with equality exactly when all photon energies equal `Eg`. -/
theorem emission_comparison (hT : 0 < T) (hw : ∀ i, 0 < w i)
    (hE : IsLeast (Set.range E) Eg) (hV : V < Eg) :
    boltzmannEmission w E T V < boseEmission w E T V ∧
    (1 - exp ((V - Eg) / T)) * boseEmission w E T V ≤ boltzmannEmission w E T V ∧
    ((1 - exp ((V - Eg) / T)) * boseEmission w E T V = boltzmannEmission w E T V ↔
      ∀ i, E i = Eg) := by
  obtain ⟨j, _⟩ := hE.1
  have hlow : ∀ i, Eg ≤ E i := fun i => hE.2 (Set.mem_range_self i)
  have hb : ∀ i, 0 < w i / (exp ((E i - V) / T) - 1) := fun i =>
    div_pos (hw i) (bose_denominator_pos hT (hV.trans_le (hlow i)))
  have ht := fun i => boltzmann_term_eq (w i) hT (hV.trans_le (hlow i))
  have hle : ∀ i ∈ Finset.univ, (1 - exp ((V - Eg) / T)) * (w i / (exp ((E i - V) / T) - 1)) ≤
      w i * exp ((V - E i) / T) := by
    intro i _
    have hx : exp ((V - E i) / T) ≤ exp ((V - Eg) / T) :=
      Real.exp_le_exp.2 (div_le_div_of_nonneg_right (by linarith [hlow i]) hT.le)
    rw [ht i]
    exact mul_le_mul_of_nonneg_right (by linarith) (hb i).le
  unfold boltzmannEmission boseEmission
  rw [Finset.mul_sum]
  refine ⟨Finset.sum_lt_sum_of_nonempty ⟨j, Finset.mem_univ j⟩ fun i _ => ?_,
    Finset.sum_le_sum hle, (Finset.sum_eq_sum_iff_of_le hle).trans ⟨fun h i => ?_, fun h i _ => ?_⟩⟩
  · rw [ht i]
    have := mul_pos (Real.exp_pos ((V - E i) / T)) (hb i)
    linarith
  · -- equal terms force equal exponentials, hence equal energies
    have h1 := h i (Finset.mem_univ i)
    rw [ht i] at h1
    have h2 := mul_right_cancel₀ (hb i).ne' h1
    have h3 : (V - Eg) / T = (V - E i) / T := Real.exp_injective (by linarith)
    have h4 := (div_left_inj' hT.ne').1 h3
    linarith
  · rw [ht i, h i]
```

The theorem has three parts, joined by `∧` ("and"). With $x_g=e^{(V-E_g)/T}$ and $V<E_g$, they say

$$(1-x_g)\,R_{BE}(V)\le R_{MB}(V)<R_{BE}(V),$$

with equality on the left exactly when every $E_i$ equals $E_g$.

By hand, let $b_i>0$ be the Bose term of level $i$ and $x_i=e^{(V-E_i)/T}$. Because $E_i\ge E_g$, we have $0<x_i\le x_g<1$, and therefore

$$(1-x_g)b_i\le(1-x_i)b_i<b_i.$$

The middle expression is the Boltzmann term, by the previous identity, and summing over $i$ gives both inequalities. If the sums on the left are equal, no term can fall short, so $(1-x_g)b_i=(1-x_i)b_i$ for every $i$. Dividing by $b_i$ gives $x_i=x_g$, hence $E_i=E_g$. In Lean, `Finset.sum_eq_sum_iff_of_le` passes from equal sums to equal terms.

## From emission ratio to voltage error

```lean
/-- Let the weights, `T` and `G` be positive and `Eg` the smallest photon energy. Bose emission
fixes a unique voltage `V < Eg` and Boltzmann emission a unique voltage `B`; `B` exceeds `V` by at
most `-T ln(1 - exp((V - Eg)/T))`, attained exactly when all photon energies equal `Eg`. -/
theorem boltzmann_overestimates_voltage (hT : 0 < T) (hG : 0 < G) (hw : ∀ i, 0 < w i)
    (hE : IsLeast (Set.range E) Eg) :
    (∃! V, V < Eg ∧ boseEmission w E T V = G) ∧
    (∃! B, boltzmannEmission w E T B = G) ∧
    ∀ V B, V < Eg → boseEmission w E T V = G → boltzmannEmission w E T B = G →
      0 < B - V ∧ B - V ≤ -T * log (1 - exp ((V - Eg) / T)) ∧
      (B - V = -T * log (1 - exp ((V - Eg) / T)) ↔ ∀ i, E i = Eg) := by
  obtain ⟨j, _⟩ := hE.1
  have : Nonempty ι := ⟨j⟩
  refine ⟨existsUnique_boseVoltage hT hG hw hE, existsUnique_boltzmannVoltage hT hG hw, ?_⟩
  intro V B hV hVG hBG
  obtain ⟨hlt, hle, heq⟩ := emission_comparison hT hw hE hV
  have hZ : 0 < boltzmannEmission w E T V :=
    Finset.sum_pos (fun i _ => mul_pos (hw i) (Real.exp_pos _)) Finset.univ_nonempty
  have hq : exp ((V - Eg) / T) < 1 :=
    Real.exp_lt_one_iff.2 (div_neg_of_neg_of_pos (by linarith) hT)
  have hs : boseEmission w E T V = exp ((B - V) / T) * boltzmannEmission w E T V := by
    rw [hVG, ← hBG, ← boltzmannEmission_shift]
  have hu : B - V = T * ((B - V) / T) := (mul_div_cancel₀ (B - V) hT.ne').symm.trans (by ring)
  -- the ratio of emissions as one exponential
  have key : (1 - exp ((V - Eg) / T)) * boseEmission w E T V =
      exp (log (1 - exp ((V - Eg) / T)) + (B - V) / T) * boltzmannEmission w E T V := by
    rw [Real.exp_add, Real.exp_log (by linarith), hs]
    ring
  refine ⟨?_, ?_, Iff.trans ⟨fun e => ?_, fun e => ?_⟩ heq⟩
  · rw [hs] at hlt
    have h1 : 1 < exp ((B - V) / T) :=
      lt_of_mul_lt_mul_right (by rwa [one_mul]) hZ.le
    rw [hu]
    exact mul_pos hT (Real.one_lt_exp_iff.1 h1)
  · rw [key] at hle
    have h1 := Real.exp_le_one_iff.1 (le_of_mul_le_mul_right (by rwa [one_mul]) hZ)
    have h2 := mul_nonneg hT.le (neg_nonneg.2 h1)
    linarith
  · have h1 : T * (log (1 - exp ((V - Eg) / T)) + (B - V) / T) = 0 := by
      linear_combination e - hu
    rw [key, (mul_eq_zero.1 h1).resolve_left hT.ne', Real.exp_zero, one_mul]
  · rw [key] at e
    have h1 := (Real.exp_eq_one_iff _).1 (mul_right_cancel₀ hZ.ne' (e.trans (one_mul _).symm))
    linear_combination hu + T * h1

end

end RadiativeVoltage
```

```lean
#print axioms RadiativeVoltage.boltzmann_overestimates_voltage
-- 'RadiativeVoltage.boltzmann_overestimates_voltage' depends on axioms: [propext, Classical.choice, Quot.sound]
```

The first two parts repeat the existence and uniqueness of $V$ and $B$. The third holds for any $V<E_g$ and $B$ that balance the same $G$:

$$0<B-V\le -T\ln\!\left(1-e^{(V-E_g)/T}\right),$$

and the upper bound is attained exactly when all photon energies equal $E_g$, as for a monochromatic emitter.

By hand, both emissions equal $G$, so $R_{BE}(V)=R_{MB}(B)=e^{(B-V)/T}R_{MB}(V)$, which is `hs`. Dividing by $R_{MB}(V)>0$ and using the comparison at $V$,

$$1<e^{(B-V)/T}=\frac{R_{BE}(V)}{R_{MB}(V)}\le\frac{1}{1-x_g}.$$

Taking logarithms and multiplying by $T$ gives the result. Lean avoids the quotient. Its step `key` writes

$$(1-x_g)R_{BE}(V)=e^{\ln(1-x_g)+(B-V)/T}\,R_{MB}(V),$$

so the comparison says that the exponent is at most zero, and equality says that it is zero.

The result bears on detailed-balance voltages of solar cells in the purely radiative limit, for a finite set of photon energies and voltage-independent weights. Non-radiative recombination and a continuous spectrum would need further arguments.

## The two voltages in a detailed-balance calculation

On an energy grid, $w_i$ is the absorptance at $E_i$ times the photon density-of-states factor and the grid spacing; grid points with zero absorptance are left out. Summing the absorbed photon flux, ambient radiation included, gives $G$. The Boltzmann voltage then takes one sum and one logarithm, $B=T\ln(G/Z)$. Unless all the energies are equal, when $V_0$ is already the exact answer, the Bose voltage is in general found by a root search, for which $V_0$ and $V_1$ above are ready-made end points.

The error can also be estimated before that search. Exponentiating the bound gives $e^{-(B-V)/T}\ge 1-e^{(V-E_g)/T}$, and multiplying by $e^{(B-V)/T}$ turns this into

$$B-V\le T\ln\!\left(1+e^{(B-E_g)/T}\right),$$

a rearrangement done here by hand and not stated in the Lean file. If $B$ comes out $3T$ below $E_g$, the right-hand side is about $0.049\,T$, so the Boltzmann voltage is too high by at most about five percent of the thermal energy. If $B$ comes out equal to $E_g$, the bound is $T\ln 2\approx0.69\,T$.
